# The Marvin-Type Integral for Slater 2p Orbitals: $7\zeta^3/192$ at Equal Exponents

Take two electrons with the same radial density $r^4e^{-r}/24$, that of a Slater 2p orbital with exponent $1/2$. The charge that one of them has within radius $r$ is $1-e^{-r}\sum_{k=0}^4 r^k/k!$. Weighting this charge by the other electron's density over $r^3$ gives

$$\frac1{24}\int_0^\infty re^{-r}\Big(1-e^{-r}\sum_{k=0}^4\frac{r^k}{k!}\Big)dr=\frac1{24}\Big(1-\sum_{k=0}^4\frac{k+1}{2^{k+2}}\Big)=\frac1{24}\cdot\frac7{64}.$$

The prefactor $1/24$ is $\langle r^{-3}\rangle$. The factor $7/64$ arises because the inner electron must lie closer to the nucleus than the outer one.

## Two exponents by hand

For $\zeta>0$ let $P_\zeta(r)=\sqrt{(2\zeta)^5/24}\;r^2e^{-\zeta r}$. For $a,b>0$ the claim is

$$M(a,b)=\int_0^\infty\frac{P_a(r)^2}{r^3}\int_0^rP_b(s)^2\,ds\,dr=\frac{a^3}{3}\,\frac{b^5(6a+b)}{(a+b)^6}.$$

Substituting $x=cr$ gives $\int_0^\infty r^ne^{-cr}dr=n!/c^{n+1}$ for $c>0$. With $n=4$ and $c=2\zeta$ this yields $\int_0^\infty P_\zeta^2\,dr=1$; with $n=1$ it yields $\langle r^{-3}\rangle=\frac{(2\zeta)^5}{24(2\zeta)^2}=\zeta^3/3$.

The derivative of $-e^{-x}\sum_{k=0}^4x^k/k!$ telescopes to $x^4e^{-x}/24$. Setting $x=2bs$ and integrating from $0$ to $r$,

$$\int_0^rP_b^2\,ds=1-e^{-2br}\sum_{k=0}^4\frac{(2br)^k}{k!}.$$

Insert this and integrate term by term. With $q=b/(a+b)$, so that $1-q=a/(a+b)$,

$$M=\frac{(2a)^5}{24}\Big[\frac1{(2a)^2}-\sum_{k=0}^4\frac{(k+1)(2b)^k}{(2a+2b)^{k+2}}\Big]=\frac{a^3}3\Big[1-(1-q)^2\sum_{k=0}^4(k+1)q^k\Big].$$

Multiplying out, $(1-q)^2\sum_{k=0}^4(k+1)q^k=1-6q^5+5q^6$. Hence $M=\frac{a^3}{3}q^5(6-5q)$, which is the claim. At $a=b=\zeta$, $q=1/2$ gives $7\zeta^3/192$. The subtracted term is positive, so $M(a,b)<a^3/3$; as $b\to\infty$, $q\to1$ and $M\to a^3/3$.

For the triplet state of two electrons in $p_x$ and $p_y$ on one centre, $M(\zeta,\zeta)$ is the radial factor of the spin-spin constant that enters zero-field splitting, in a model with one Slater exponent and no correlation.

## The orbital and the two integrals in Lean

```lean
import Mathlib

open MeasureTheory Set Filter Topology

namespace MarvinSlater2p

noncomputable section
```

The function `slater2p` is $P=rR$, with $R$ the usual radial function, so integrals over it carry no extra $r^2$ weight. Lengths and exponents are plain real numbers, in atomic units for instance.

```lean
/-- The Slater 2p radial function `P(r) = N r² exp(-ζ r)`, for an exponent `ζ > 0`,
with `N² = (2ζ)⁵/24`. -/
def slater2p (ζ r : ℝ) : ℝ :=
  Real.sqrt ((2 * ζ) ^ 5 / 24) * r ^ 2 * Real.exp (-(ζ * r))
```

Both radial quantities are defined as integrals over the half-line `Ioi 0`, and neither value is postulated.

```lean
/-- The expectation value `⟨r⁻³⟩` in the Slater 2p orbital of exponent `ζ > 0`. -/
def invCube (ζ : ℝ) : ℝ := ∫ r in Ioi (0 : ℝ), slater2p ζ r ^ 2 / r ^ 3
```

In `marvin a b` the first argument belongs to the outer electron. Only the region $0<r_2<r_1$ is included; the angular factors and the coupling prefactor are absent.

```lean
/-- The Marvin-type integral of `P_a(r₁)² P_b(r₂)² / r₁³` over `0 < r₂ < r₁`: the outer
electron has exponent `a > 0`, the inner one `b > 0`. -/
def marvin (a b : ℝ) : ℝ :=
  ∫ r in Ioi (0 : ℝ), slater2p a r ^ 2 / r ^ 3 * ∫ s in (0 : ℝ)..r, slater2p b s ^ 2
```

## Density, moments and enclosed charge

Squaring removes the root, which requires a nonnegative radicand.

```lean
/-- The radial density of the Slater 2p orbital with `ζ > 0` is
`(2ζ)⁵/24 · r⁴ exp(-2ζr)`. -/
theorem slater2p_sq {ζ : ℝ} (hζ : 0 < ζ) (r : ℝ) :
    slater2p ζ r ^ 2 = (2 * ζ) ^ 5 / 24 * (r ^ 4 * Real.exp (-(2 * ζ * r))) := by
  have he : Real.exp (-(ζ * r)) ^ 2 = Real.exp (-(2 * ζ * r)) := by
    rw [← Real.exp_nat_mul]
    congr 1
    push_cast
    ring
  unfold slater2p
  rw [mul_pow, mul_pow, Real.sq_sqrt (by positivity), he]
  ring
```

The moment formula comes from Mathlib's Gamma integral.

```lean
/-- For `c > 0` the integral of `rⁿ exp(-c r)` over the half-line is `n!/cⁿ⁺¹`. -/
theorem moment (n : ℕ) {c : ℝ} (hc : 0 < c) :
    ∫ r in Ioi (0 : ℝ), r ^ n * Real.exp (-(c * r)) = (n.factorial : ℝ) / c ^ (n + 1) := by
  have h := Real.integral_rpow_mul_exp_neg_mul_Ioi (a := (n : ℝ) + 1) (r := c)
    (by positivity) hc
  simp only [add_sub_cancel_right, Real.rpow_natCast, Real.Gamma_nat_eq_factorial] at h
  rw [h, show (n : ℝ) + 1 = ((n + 1 : ℕ) : ℝ) by push_cast; ring, Real.rpow_natCast,
    one_div, inv_pow, div_eq_mul_inv]
  exact mul_comm _ _
```

Lean assigns the value $0$ to the integral of a non-integrable function. Since the moments are positive, integrability follows by contradiction.

```lean
/-- For `c > 0` the function `rⁿ exp(-c r)` is integrable on the half-line. -/
theorem moment_integrable (n : ℕ) {c : ℝ} (hc : 0 < c) :
    Integrable (fun r : ℝ => r ^ n * Real.exp (-(c * r))) (volume.restrict (Ioi 0)) := by
  by_contra h
  have h1 := moment n hc
  rw [integral_undef h] at h1
  have h2 : 0 < (n.factorial : ℝ) / c ^ (n + 1) := by positivity
  linarith
```

Normalization is the fourth moment.

```lean
/-- The Slater 2p radial function with `ζ > 0` is normalized. -/
theorem slater2p_normalized {ζ : ℝ} (hζ : 0 < ζ) :
    ∫ r in Ioi (0 : ℝ), slater2p ζ r ^ 2 = 1 := by
  have h4 : ((Nat.factorial 4 : ℕ) : ℝ) = 24 := by norm_num [Nat.factorial]
  simp_rw [slater2p_sq hζ]
  rw [integral_const_mul, moment 4 (by positivity : 0 < 2 * ζ), h4]
  field_simp
  ring
```

For $\langle r^{-3}\rangle$, the integrand is first simplified at $r>0$, leaving the first moment.

```lean
/-- In the Slater 2p orbital with `ζ > 0`, `⟨r⁻³⟩ = ζ³/3`. -/
theorem invCube_eq {ζ : ℝ} (hζ : 0 < ζ) : invCube ζ = ζ ^ 3 / 3 := by
  have h : invCube ζ = ∫ r in Ioi (0 : ℝ),
      (2 * ζ) ^ 5 / 24 * (r ^ 1 * Real.exp (-(2 * ζ * r))) := by
    refine setIntegral_congr_fun measurableSet_Ioi fun r hr => ?_
    have hr0 : r ≠ 0 := ne_of_gt hr
    simp only [slater2p_sq hζ]
    generalize Real.exp (-(2 * ζ * r)) = E
    field_simp
  rw [h, integral_const_mul, moment 1 (by positivity : 0 < 2 * ζ), Nat.factorial_one,
    Nat.cast_one]
  field_simp
  ring
```

Here `hd` verifies the telescoping antiderivative, and the fundamental theorem of calculus supplies the boundary values.

```lean
/-- The charge of a Slater 2p electron with `ζ > 0` between the nucleus and radius `r`, in
closed form. -/
theorem enclosed_charge {ζ : ℝ} (hζ : 0 < ζ) (r : ℝ) :
    ∫ s in (0 : ℝ)..r, slater2p ζ s ^ 2 =
      1 - Real.exp (-(2 * ζ * r)) * (1 + 2 * ζ * r + (2 * ζ * r) ^ 2 / 2
        + (2 * ζ * r) ^ 3 / 6 + (2 * ζ * r) ^ 4 / 24) := by
  simp_rw [slater2p_sq hζ]
  -- an explicit antiderivative of the radial density
  have hd : ∀ s : ℝ, HasDerivAt (fun s : ℝ => -(Real.exp (-(2 * ζ * s)) *
      (1 + 2 * ζ * s + (2 * ζ * s) ^ 2 / 2 + (2 * ζ * s) ^ 3 / 6 + (2 * ζ * s) ^ 4 / 24)))
      ((2 * ζ) ^ 5 / 24 * (s ^ 4 * Real.exp (-(2 * ζ * s)))) s := by
    intro s
    have h : HasDerivAt (fun s : ℝ => 2 * ζ * s) (2 * ζ) s := by
      simpa using (hasDerivAt_id s).const_mul (2 * ζ)
    have hp := (((h.const_add 1).fun_add ((h.fun_pow 2).div_const 2)).fun_add
      ((h.fun_pow 3).div_const 6)).fun_add ((h.fun_pow 4).div_const 24)
    refine (h.fun_neg.exp.fun_mul hp).fun_neg.congr_deriv ?_
    simp only [Nat.reduceSub, Nat.cast_ofNat]
    ring
  rw [intervalIntegral.integral_eq_sub_of_hasDerivAt (fun s _ => hd s)
    (Continuous.intervalIntegrable (by fun_prop) _ _)]
  simp only [mul_zero, neg_zero, Real.exp_zero]
  ring
```

## The closed form and its consequences

In the next proof, `h` inserts the enclosed charge and merges the exponentials, while `hi` justifies termwise integration. The closing `field_simp` and `ring` carry out the five-term sum.

```lean
/-- For exponents `a, b > 0` of the outer and inner electron, the Marvin-type integral is
`(a³/3) b⁵ (6a + b)/(a + b)⁶`. -/
theorem marvin_eq {a b : ℝ} (ha : 0 < a) (hb : 0 < b) :
    marvin a b = a ^ 3 / 3 * (b ^ 5 * (6 * a + b) / (a + b) ^ 6) := by
  have hab : a + b ≠ 0 := by positivity
  have hc : 0 < 2 * (a + b) := by positivity
  -- insert the enclosed charge and sort by powers of the outer radius
  have h : marvin a b = ∫ r in Ioi (0 : ℝ), (2 * a) ^ 5 / 24 *
      (r ^ 1 * Real.exp (-(2 * a * r)) - ∑ k ∈ Finset.range 5,
        (2 * b) ^ k / (k.factorial : ℝ) *
          (r ^ (k + 1) * Real.exp (-(2 * (a + b) * r)))) := by
    refine setIntegral_congr_fun measurableSet_Ioi fun r hr => ?_
    have hr0 : r ≠ 0 := ne_of_gt hr
    have he : Real.exp (-(2 * (a + b) * r)) =
        Real.exp (-(2 * a * r)) * Real.exp (-(2 * b * r)) := by
      rw [← Real.exp_add]
      congr 1
      ring
    simp only [slater2p_sq ha, enclosed_charge hb, he, Finset.sum_range_succ,
      Finset.sum_range_zero, Nat.factorial]
    generalize Real.exp (-(2 * a * r)) = E
    generalize Real.exp (-(2 * b * r)) = F
    push_cast
    field_simp
    ring
  have hi : ∀ k ∈ Finset.range 5, Integrable (fun r : ℝ => (2 * b) ^ k / (k.factorial : ℝ) *
      (r ^ (k + 1) * Real.exp (-(2 * (a + b) * r)))) (volume.restrict (Ioi 0)) :=
    fun k _ => (moment_integrable (k + 1) hc).const_mul _
  -- integrate term by term
  rw [h, integral_const_mul, integral_sub (moment_integrable 1 (by positivity))
    (integrable_finsetSum _ hi), integral_finsetSum _ hi,
    moment 1 (by positivity : 0 < 2 * a)]
  simp_rw [integral_const_mul, moment _ hc]
  simp only [Finset.sum_range_succ, Finset.sum_range_zero, Nat.factorial]
  push_cast
  field_simp
  ring
```

Equal exponents give both the value and the ratio.

```lean
/-- For two electrons in Slater 2p orbitals of the same exponent `ζ > 0`, the Marvin-type
integral is `7ζ³/192`, which is `7/64` of `⟨r⁻³⟩`. -/
theorem marvin_same_shell {ζ : ℝ} (hζ : 0 < ζ) :
    marvin ζ ζ = 7 * ζ ^ 3 / 192 ∧ marvin ζ ζ = 7 / 64 * invCube ζ := by
  have h : marvin ζ ζ = 7 * ζ ^ 3 / 192 := by
    rw [marvin_eq hζ hζ, ← two_mul]
    field_simp
    ring
  refine ⟨h, ?_⟩
  rw [h, invCube_eq hζ]
  ring
```

The strict bound follows from expanding $(a+b)^6-b^5(6a+b)$, whose terms are all positive.

```lean
/-- For `a, b > 0` the Marvin-type integral is strictly smaller than `⟨r⁻³⟩` of the outer
electron. -/
theorem marvin_lt_invCube {a b : ℝ} (ha : 0 < a) (hb : 0 < b) :
    marvin a b < invCube a := by
  rw [marvin_eq ha hb, invCube_eq ha]
  have hlt : b ^ 5 * (6 * a + b) / (a + b) ^ 6 < 1 := by
    rw [div_lt_one (by positivity)]
    have hpos : 0 < a ^ 6 + 6 * a ^ 5 * b + 15 * a ^ 4 * b ^ 2 + 20 * a ^ 3 * b ^ 3
        + 15 * a ^ 2 * b ^ 4 := by positivity
    linear_combination hpos
  exact mul_lt_of_lt_one_right (by positivity) hlt
```

For the limit, the closed form is written as a polynomial in $u=a/(a+b)=1-q$, which is continuous at $u=0$.

```lean
/-- As the inner orbital contracts onto the nucleus (`b → ∞` at fixed `a > 0`), the
Marvin-type integral tends to `⟨r⁻³⟩` of the outer electron. -/
theorem marvin_tendsto {a : ℝ} (ha : 0 < a) :
    Tendsto (fun b => marvin a b) atTop (𝓝 (invCube a)) := by
  have hu : Tendsto (fun b : ℝ => a / (a + b)) atTop (𝓝 0) :=
    tendsto_const_nhds.div_atTop (tendsto_atTop_add_const_left atTop a tendsto_id)
  have hf : Continuous (fun u : ℝ => a ^ 3 / 3 * ((1 - u) ^ 5 * (1 + 5 * u))) := by
    fun_prop
  have h := (hf.tendsto 0).comp hu
  have h0 : a ^ 3 / 3 * ((1 - 0) ^ 5 * (1 + 5 * 0)) = invCube a := by
    rw [invCube_eq ha]
    ring
  rw [h0] at h
  refine h.congr' ?_
  filter_upwards [eventually_gt_atTop (0 : ℝ)] with b hb
  have hab : a + b ≠ 0 := by positivity
  -- the closed form depends on b only through u = a/(a+b)
  have h1 : 1 - a / (a + b) = b / (a + b) := by
    field_simp
    ring
  have h2 : 1 + 5 * (a / (a + b)) = (6 * a + b) / (a + b) := by
    field_simp
    ring
  simp only [Function.comp_apply]
  rw [marvin_eq ha hb, h1, h2, div_pow, div_mul_div_comm, ← pow_succ]

end

end MarvinSlater2p
```

```lean
#print axioms MarvinSlater2p.slater2p_normalized
#print axioms MarvinSlater2p.marvin_same_shell
#print axioms MarvinSlater2p.marvin_lt_invCube
#print axioms MarvinSlater2p.marvin_tendsto
```

```
'MarvinSlater2p.slater2p_normalized' depends on axioms: [propext, Classical.choice, Quot.sound]
'MarvinSlater2p.marvin_same_shell' depends on axioms: [propext, Classical.choice, Quot.sound]
'MarvinSlater2p.marvin_lt_invCube' depends on axioms: [propext, Classical.choice, Quot.sound]
'MarvinSlater2p.marvin_tendsto' depends on axioms: [propext, Classical.choice, Quot.sound]
```

## Zero exponent and radial grids

Positivity of the exponents matters. At $\zeta=0$ the function $P_\zeta$ vanishes identically, so its norm integral is $0$ instead of $1$. The strict bound fails at $a=0$ too, where both sides are $0$.

A program with a radial grid can accumulate the enclosed charge outward, multiply it by $P_a^2/r^3$ and sum again; the closed form then gives a reference value. If the enclosed charge is taken from its formula, the subtraction loses digits at small $x=2br$, where the result is close to $x^5/120$. The equivalent series $e^{-x}\sum_{k\ge5}x^k/k!$ avoids this cancellation.
